# Inverse-square decay of interlayer coupling in a damped quadratic model

## Two magnets and a metal spacer

Two ferromagnetic layers separated by a non-magnetic metal of thickness D are coupled through the spacer's electrons, and the coupling oscillates in sign as D grows. Each occupied state contributes a phase exp(iDq), where q is the spanning vector, the difference between two perpendicular wave numbers at the same energy and in-plane wave vector k. For a thick spacer most phases cancel. What survives comes from the Fermi level, near points where q is stationary in k.

Around one such point, with energy e measured from the Fermi level, k measured from the point itself and ħ = 1, take

q(e, k) = q0 + e/v + c‖k‖².

Here q0 is the stationary value, v an effective velocity combining those of the two states, and c the curvature. A rate η > 0 damps the contributions from deep energies and large ‖k‖. It stands in for the finite band and Brillouin zone, which the expansion ignores. The coupling integral is

J(D) = ∫ over e < 0 and k in the plane of exp(iDq(e, k) + ηe − η‖k‖²).

## What is proved about J(D)

For v ≠ 0, η > 0 and every real D, `coupling_closed_form` states

J(D) = exp(iq0D) πv / ((vη + iD)(η − iDc)).

If also c ≠ 0, `asymptotic_error` states that for every D > 0

|D² exp(−iq0D) J(D) − πv/c| ≤ π|v/c| η(|v| + 1/|c|)/D.

As D → ∞ with η fixed, `bruno_asymptotics` gives the limit πv/c, and `oscillatory_coupling` gives

D² Im J(D) − (πv/c) sin(q0D) → 0.

In Lean, k lives in `Plane`, the Euclidean plane, and `spanningVector` is q. The measure `occupiedStates` is Lebesgue measure on e < 0 times Lebesgue measure on the plane, without factors of 2π or spin. The sharp edge at e = 0 means zero temperature. One η serves both e and ‖k‖², so the variables are taken in scaled units.

For weak reflection, Bruno's theory of real multilayers weights each state by the product of the spin asymmetries of the reflection amplitudes at the two interfaces. The coupling is proportional to the imaginary part of the resulting integral, and for thick spacers it becomes a sum over stationary points. In this model of non-interacting electrons the product of asymmetries is set to one, and there is a single point with equal curvature in both directions, which excludes saddle points.

## The two integrals and the error

The exponent separates into

iq0D + (η + iD/v)e − (η − iDc)‖k‖².

The energy integral is

∫ over e < 0 of exp((η + iD/v)e) de = 1/(η + iD/v) = v/(vη + iD).

With b = η − iDc, whose real part is positive, polar coordinates give

∫ exp(−b‖k‖²) d²k = 2π ∫₀^∞ r exp(−br²) dr = π/b.

The product of these, times exp(iq0D), is the closed form.

Now write A = vη + iD and B = η − iDc. Since (iD)(−iDc) = D²c,

AB = vηB + iηD + D²c,

and therefore

D² πv/(AB) − πv/c = (πv/c)(D²c − AB)/(AB) = −(πv/c)(vη/A + (η/B)(iD/A)).

The imaginary parts give |A| ≥ D and |B| ≥ D|c|. The first term in the bracket is then at most |v|η/D and the second at most η/(D|c|), which is the stated bound.

## Zero thickness and zero curvature

At D = 0 the closed form gives J = π/η², which depends entirely on the damping. At c = 0 it gives

J(D) = exp(iq0D) πv/((vη + iD)η),

which decays only as 1/D: without curvature, the k integral produces no cancellation.

## Reading a computed coupling curve

In a layer KKR calculation, the coupling computed for a series of thicknesses can be multiplied by D² and plotted against D. At zero temperature and for weak reflection at the interfaces, where one stationary point of this kind with q0 ≠ 0 dominates, the points approach a sine of period 2π/|q0|. Thicknesses come in whole atomic layers, of spacing d say, so q0 can be read off only up to its sign and multiples of 2π/d, and the period seen in the plot can be longer than 2π/|q0|. The phase Dc‖k‖² turns faster as D grows, so the k mesh must be refined for thick spacers.

## The Lean file

```lean
import Mathlib

open MeasureTheory Set Filter Topology
open Complex (I)
open scoped Real

namespace BrunoAsymptotics

noncomputable section

/-- The plane of in-plane wave vectors. -/
abbrev Plane := EuclideanSpace ℝ (Fin 2)

/-- The spanning vector near a stationary point: linear in the energy `e`, with velocity `v`,
and quadratic in the in-plane wave vector `k`, with curvature `c`. -/
def spanningVector (q0 v c e : ℝ) (k : Plane) : ℝ := q0 + e / v + c * ‖k‖ ^ 2

/-- The phase factor for spacer thickness `D`, damped at rate `η` in energy and in `‖k‖ ^ 2`. -/
def integrand (q0 v c η D : ℝ) (p : ℝ × Plane) : ℂ :=
  Complex.exp (I * D * (spanningVector q0 v c p.1 p.2 : ℝ)
    + ((η * p.1 - η * ‖p.2‖ ^ 2 : ℝ) : ℂ))

/-- Lebesgue measure on negative energies times Lebesgue measure on the plane. -/
def occupiedStates : Measure (ℝ × Plane) := (volume.restrict (Iio (0 : ℝ))).prod volume

/-- The coupling integral `J(D)` over negative energies and all in-plane wave vectors. -/
def coupling (q0 v c η D : ℝ) : ℂ := ∫ p, integrand q0 v c η D p ∂occupiedStates

/-- A complex damping rate with real part `η > 0` has positive real part. -/
lemma re_pos {η : ℝ} (hη : 0 < η) (x : ℝ) : 0 < ((η : ℂ) + (x : ℂ) * I).re := by
  simpa using hη

/-- The integrand is a constant phase times an energy factor times a Gaussian in `k`. -/
lemma integrand_factor (q0 v c η D : ℝ) (p : ℝ × Plane) :
    integrand q0 v c η D p = Complex.exp (I * q0 * D) *
      (Complex.exp (((η : ℂ) + ((D / v : ℝ) : ℂ) * I) * (p.1 : ℂ)) *
        Complex.exp (-((η : ℂ) + ((-(D * c) : ℝ) : ℂ) * I) * (‖p.2‖ : ℂ) ^ 2)) := by
  rw [← Complex.exp_add, ← Complex.exp_add]
  simp only [integrand, spanningVector]
  congr 1
  push_cast
  ring

/-- The energy integral up to the Fermi level at `e = 0`. -/
theorem energy_integral {v η : ℝ} (hv : v ≠ 0) (hη : 0 < η) (D : ℝ) :
    ∫ e in Iio (0 : ℝ), Complex.exp (((η : ℂ) + ((D / v : ℝ) : ℂ) * I) * (e : ℂ))
      = v / (v * η + I * D) := by
  have hv' : (v : ℂ) ≠ 0 := by exact_mod_cast hv
  have e : (v : ℂ) * η + I * D = v * ((η : ℂ) + ((D / v : ℝ) : ℂ) * I) := by
    push_cast
    field_simp
  rw [← integral_Iic_eq_integral_Iio, integral_exp_mul_complex_Iic (re_pos hη _) 0,
    Complex.ofReal_zero, mul_zero, Complex.exp_zero, e, ← mul_div_mul_left 1 _ hv', mul_one]

/-- The Gaussian integral over the plane with complex damping rate `η + i x`. -/
theorem momentum_integral {η : ℝ} (hη : 0 < η) (x : ℝ) :
    ∫ k : Plane, Complex.exp (-((η : ℂ) + (x : ℂ) * I) * (‖k‖ : ℂ) ^ 2)
      = π / ((η : ℂ) + (x : ℂ) * I) := by
  have h : ((Module.finrank ℝ Plane : ℂ) / 2) = 1 := by simp
  rw [GaussianFourier.integral_cexp_neg_mul_sq_norm (re_pos hη x), h, Complex.cpow_one]

/-- With positive damping the coupling integral converges absolutely. -/
theorem integrand_integrable {η : ℝ} (hη : 0 < η) (q0 v c D : ℝ) :
    Integrable (integrand q0 v c η D) occupiedStates := by
  have h1 : Integrable (fun e : ℝ =>
      Complex.exp (((η : ℂ) + ((D / v : ℝ) : ℂ) * I) * (e : ℂ)))
      (volume.restrict (Iio (0 : ℝ))) :=
    (integrableOn_exp_mul_complex_Iic (re_pos hη _) 0).mono_set Iio_subset_Iic_self
  have h2 : Integrable (fun k : Plane =>
      Complex.exp (-((η : ℂ) + ((-(D * c) : ℝ) : ℂ) * I) * (‖k‖ : ℂ) ^ 2)) := by
    simpa using GaussianFourier.integrable_cexp_neg_mul_sq_norm_add
      (re_pos hη (-(D * c))) 0 (0 : Plane)
  exact ((h1.mul_prod h2).const_mul (Complex.exp (I * q0 * D))).congr
    (ae_of_all _ fun p => (integrand_factor q0 v c η D p).symm)

/-- The coupling integral in closed form, at every thickness `D`. -/
theorem coupling_closed_form {v η : ℝ} (hv : v ≠ 0) (hη : 0 < η) (q0 c D : ℝ) :
    coupling q0 v c η D = Complex.exp (I * q0 * D) *
      (π * v / ((v * η + I * D) * (η - I * D * c))) := by
  -- the double integral splits into an energy integral and a planar Gaussian
  have h : coupling q0 v c η D = Complex.exp (I * q0 * D) *
      ((∫ e in Iio (0 : ℝ), Complex.exp (((η : ℂ) + ((D / v : ℝ) : ℂ) * I) * (e : ℂ))) *
        ∫ k : Plane,
          Complex.exp (-((η : ℂ) + ((-(D * c) : ℝ) : ℂ) * I) * (‖k‖ : ℂ) ^ 2)) := by
    rw [← integral_prod_mul, ← integral_const_mul]
    unfold coupling occupiedStates
    exact integral_congr_ae (ae_of_all _ fun p => integrand_factor q0 v c η D p)
  have e : (η : ℂ) + ((-(D * c) : ℝ) : ℂ) * I = η - I * D * c := by
    push_cast
    ring
  rw [h, energy_integral hv hη, momentum_integral hη, e, div_mul_div_comm,
    mul_comm (v : ℂ) (π : ℂ)]

/-- At every thickness `D > 0`, the coupling times `D ^ 2 exp(-i q0 D)` differs from `π v / c` by at
most an explicit constant over `D`. -/
theorem asymptotic_error {v c η D : ℝ} (hv : v ≠ 0) (hc : c ≠ 0) (hη : 0 < η) (hD : 0 < D)
    (q0 : ℝ) :
    ‖(D : ℂ) ^ 2 * Complex.exp (-(I * q0 * D)) * coupling q0 v c η D - (π * v / c : ℂ)‖
      ≤ π * |v / c| * (η * (|v| + 1 / |c|)) / D := by
  have hE : Complex.exp (-(I * q0 * D)) * Complex.exp (I * q0 * D) = 1 := by
    rw [← Complex.exp_add, neg_add_cancel, Complex.exp_zero]
  rw [coupling_closed_form hv hη]
  obtain ⟨A, hA⟩ : ∃ A : ℂ, A = v * η + I * D := ⟨_, rfl⟩
  obtain ⟨B, hB⟩ : ∃ B : ℂ, B = η - I * D * c := ⟨_, rfl⟩
  rw [← hA, ← hB]
  -- both denominators grow at least linearly in the thickness
  have hAD : D ≤ ‖A‖ := by
    have h := Complex.abs_im_le_norm A
    have him : A.im = D := by rw [hA]; simp
    rw [him] at h
    exact (le_abs_self D).trans h
  have hBD : D * |c| ≤ ‖B‖ := by
    have h := Complex.abs_im_le_norm B
    have him : B.im = -(D * c) := by rw [hB]; simp
    rwa [him, abs_neg, abs_mul, abs_of_pos hD] at h
  have hc0 : 0 < |c| := abs_pos.mpr hc
  have hA0 : A ≠ 0 := norm_pos_iff.mp (hD.trans_le hAD)
  have hB0 : B ≠ 0 := norm_pos_iff.mp ((mul_pos hD hc0).trans_le hBD)
  have hc' : (c : ℂ) ≠ 0 := by exact_mod_cast hc
  have h : (D : ℂ) ^ 2 * c - A * B = -(v * η * B + η * (I * D)) := by
    rw [hA, hB]
    linear_combination ((D : ℂ) ^ 2 * c) * Complex.I_sq
  -- exact form of the deviation from the limit
  have key : (D : ℂ) ^ 2 * Complex.exp (-(I * q0 * D)) *
      (Complex.exp (I * q0 * D) * (π * v / (A * B))) - (π * v / c : ℂ)
      = -(π * v / c : ℂ) * (v * η / A + η / B * (I * D / A)) := by
    calc _ = (D : ℂ) ^ 2 * (π * v / (A * B)) - (π * v / c : ℂ) := by
          linear_combination ((D : ℂ) ^ 2 * (π * v / (A * B))) * hE
      _ = (π * v / c : ℂ) * (((D : ℂ) ^ 2 * c - A * B) / (A * B)) := by
          field_simp
      _ = _ := by
          rw [h]
          field_simp
  have hX : ‖(v * η / A : ℂ)‖ ≤ |v| * η / D := by
    simp only [norm_div, norm_mul, Complex.norm_real, Real.norm_eq_abs, abs_of_pos hη]
    gcongr
  have hY : ‖(η / B : ℂ)‖ ≤ η / (D * |c|) := by
    simp only [norm_div, Complex.norm_real, Real.norm_eq_abs, abs_of_pos hη]
    gcongr
  have hZ : ‖(I * D / A : ℂ)‖ ≤ 1 := by
    simp only [norm_div, norm_mul, Complex.norm_I, one_mul, Complex.norm_real,
      Real.norm_eq_abs, abs_of_pos hD]
    exact div_le_one_of_le₀ hAD (norm_nonneg _)
  have hN : ‖(π * v / c : ℂ)‖ = π * |v / c| := by
    simp only [norm_div, norm_mul, Complex.norm_real, Real.norm_eq_abs,
      abs_of_pos Real.pi_pos, abs_div]
    ring
  have hYZ : ‖(η / B * (I * D / A) : ℂ)‖ ≤ η / (D * |c|) * 1 := by
    rw [norm_mul]
    exact mul_le_mul hY hZ (norm_nonneg _) (by positivity)
  rw [key, norm_mul, norm_neg, hN]
  calc _ ≤ π * |v / c| * (|v| * η / D + η / (D * |c|) * 1) :=
        mul_le_mul_of_nonneg_left ((norm_add_le _ _).trans (add_le_add hX hYZ))
          (by positivity)
    _ = _ := by ring

/-- As the thickness `D` grows, `D ^ 2 exp(-i q0 D) J(D)` tends to `π v / c`. -/
theorem bruno_asymptotics {v c η : ℝ} (hv : v ≠ 0) (hc : c ≠ 0) (hη : 0 < η) (q0 : ℝ) :
    Tendsto (fun D : ℝ => (D : ℂ) ^ 2 * Complex.exp (-(I * q0 * D)) * coupling q0 v c η D)
      atTop (𝓝 (π * v / c : ℂ)) := by
  rw [tendsto_iff_norm_sub_tendsto_zero]
  have h : Tendsto (fun D : ℝ => π * |v / c| * (η * (|v| + 1 / |c|)) / D) atTop (𝓝 0) :=
    tendsto_const_nhds.div_atTop tendsto_id
  refine squeeze_zero' (Eventually.of_forall fun _ => norm_nonneg _) ?_ h
  filter_upwards [eventually_gt_atTop (0 : ℝ)] with D hD
  exact asymptotic_error hv hc hη hD q0

/-- The imaginary part of the coupling integral, times `D ^ 2`, approaches a sine in the
thickness with wave number `q0` and amplitude `π v / c`. -/
theorem oscillatory_coupling {v c η : ℝ} (hv : v ≠ 0) (hc : c ≠ 0) (hη : 0 < η) (q0 : ℝ) :
    Tendsto (fun D : ℝ => D ^ 2 * (coupling q0 v c η D).im - π * v / c * Real.sin (q0 * D))
      atTop (𝓝 0) := by
  refine squeeze_zero_norm (fun D => ?_)
    (tendsto_iff_norm_sub_tendsto_zero.mp (bruno_asymptotics hv hc hη q0))
  have hE : Complex.exp (I * q0 * D) * Complex.exp (-(I * q0 * D)) = 1 := by
    rw [← Complex.exp_add, add_neg_cancel, Complex.exp_zero]
  have hq : ((q0 * D : ℝ) : ℂ) * I = I * q0 * D := by
    push_cast
    ring
  have h1 : ‖Complex.exp (I * q0 * D)‖ = 1 := by
    rw [← hq, Complex.norm_exp_ofReal_mul_I]
  -- restoring the phase does not change the size of the error
  have hw : ((D ^ 2 : ℝ) : ℂ) * coupling q0 v c η D
      - ((π * v / c : ℝ) : ℂ) * Complex.exp (((q0 * D : ℝ) : ℂ) * I)
      = Complex.exp (I * q0 * D) * ((D : ℂ) ^ 2 * Complex.exp (-(I * q0 * D)) *
        coupling q0 v c η D - (π * v / c : ℂ)) := by
    rw [hq]
    push_cast
    linear_combination (-((D : ℂ) ^ 2 * coupling q0 v c η D)) * hE
  have him := Complex.abs_im_le_norm (((D ^ 2 : ℝ) : ℂ) * coupling q0 v c η D
      - ((π * v / c : ℝ) : ℂ) * Complex.exp (((q0 * D : ℝ) : ℂ) * I))
  rw [Complex.sub_im, Complex.im_ofReal_mul, Complex.im_ofReal_mul,
    Complex.exp_ofReal_mul_I_im, hw, norm_mul, h1, one_mul] at him
  rw [Real.norm_eq_abs]
  exact him

end

end BrunoAsymptotics
```

```lean
#print axioms BrunoAsymptotics.integrand_integrable
-- 'BrunoAsymptotics.integrand_integrable' depends on axioms: [propext, Classical.choice, Quot.sound]
#print axioms BrunoAsymptotics.oscillatory_coupling
-- 'BrunoAsymptotics.oscillatory_coupling' depends on axioms: [propext, Classical.choice, Quot.sound]
```

## How the proof follows the calculation

`integrand_factor` separates the exponent, and `energy_integral` and `momentum_integral` evaluate the two factors. Mathlib's Gaussian formula carries the power dimension/2, which is 1 in the plane. `integrand_integrable` proves absolute convergence, so J is a genuine integral. In `coupling_closed_form`, `integral_prod_mul` turns the double integral into a product.

In `asymptotic_error`, `hAD` and `hBD` are the lower bounds on |A| and |B|, `h` is the identity for D²c − AB, and `key` is the exact error. `hX`, `hY` and `hZ` bound vη/A, η/B and iD/A, and the triangle inequality combines them.

`bruno_asymptotics` squeezes the error between zero and a constant over D. For `oscillatory_coupling`, the error is multiplied by exp(iq0D), which has modulus one, and |Im z| ≤ |z| finishes the argument.
